# Without intrinsic relaxation, fast exchange between two sites of unequal population and frequency displaces the averaged line from the weighted mean towards the major site

When a fast-exchange NMR spectrum is fitted with one averaged line, the fit returns a width and a position for that line. For two sites without intrinsic relaxation, the limits below supply the leading exchange width and the first correction to the population-weighted mean frequency.

In Lean 4 with Mathlib:

```lean
import Mathlib

open Filter Topology
open Complex (I)

namespace SkewedTwoSiteExchange

noncomputable section
```

Sites A and B have populations a and b, and their frequencies differ by d. In the frame of the weighted mean, their offsets are bd and −ad. The exchange rates are kb from A to B and ka from B to A, which satisfies detailed balance. Since a + b = 1, k is the sum of the two one-way rates.

```lean
/-- The exchange matrix for the transverse magnetisations of sites A and B, with populations
`a` and `b`, frequency offsets `b d` and `-a d`, and exchange rates `k b` (A to B) and
`k a` (B to A). -/
def exchangeMatrix (a b d k : ℝ) : Matrix (Fin 2) (Fin 2) ℂ :=
  !![I * b * d - k * b, k * a; k * b, -(I * a * d) - k * a]
```

A mode evolves as exp(zt), so −Re z is its decay rate and Im z its angular frequency, measured from the weighted mean. For a Lorentzian absorption line, the decay rate is the half width at half height in angular frequency. `IsMode` says that z is an eigenvalue, and `IsSlowMode` that no mode has smaller modulus.

```lean
/-- `z` is a mode of the exchanging pair: it solves the secular equation of the exchange
matrix. Its real part is minus a decay rate, its imaginary part a line position. -/
def IsMode (a b d k : ℝ) (z : ℂ) : Prop :=
  (exchangeMatrix a b d k - z • (1 : Matrix (Fin 2) (Fin 2) ℂ)).det = 0

/-- `z` is a slow mode: a mode whose modulus is at most that of every mode. -/
def IsSlowMode (a b d k : ℝ) (z : ℂ) : Prop :=
  IsMode a b d k z ∧ ∀ w, IsMode a b d k w → ‖z‖ ≤ ‖w‖
```

## Populations that sum to one

The condition a + b = 1 makes a and b fractions of the whole. The determinant of the exchange matrix is

(ibd − kb)(−iad − ka) − k²ab = abd²,

and its trace is −k(a + b) − i(a − b)d. With c = abd² and β = (a − b)d, the secular equation becomes

z² + (k + iβ)z + c = 0.

The hypothesis enters only through the trace. For a + b = s > 0, the linear coefficient would contain sk, and kz would tend to −c/s. In the proof, `linear_combination` uses `h'` at this same place.

```lean
variable {a b d : ℝ}

/-- For populations that sum to one, the modes are the roots of
`z² + (k + i(a-b)d) z + a b d² = 0`. -/
theorem isMode_iff (h : a + b = 1) {k : ℝ} {z : ℂ} :
    IsMode a b d k z ↔
      z ^ 2 + ((k : ℂ) + (((a - b) * d : ℝ) : ℂ) * I) * z + ((a * b * d ^ 2 : ℝ) : ℂ) = 0 := by
  have h' : (a : ℂ) + b = 1 := by exact_mod_cast h
  have key : (exchangeMatrix a b d k - z • (1 : Matrix (Fin 2) (Fin 2) ℂ)).det =
      z ^ 2 + ((k : ℂ) + (((a - b) * d : ℝ) : ℂ) * I) * z + ((a * b * d ^ 2 : ℝ) : ℂ) := by
    rw [Matrix.det_fin_two]
    simp [exchangeMatrix]
    linear_combination z * k * h' - a * b * d ^ 2 * Complex.I_sq
  rw [IsMode, key]
```

## Smallest modulus

The roots z and w have product c. If z is slow, then |z| ≤ |w|, so

|z|² ≤ |z||w| = |c|.

The code builds w from the sum of the roots and applies the minimality in `hz` to it.

```lean
/-- For populations that sum to one, the squared modulus of a slow mode is at most
`|a b d²|`, whatever the exchange rate. -/
theorem slowMode_norm_sq_le (h : a + b = 1) {k : ℝ} {z : ℂ} (hz : IsSlowMode a b d k z) :
    ‖z‖ ^ 2 ≤ |a * b * d ^ 2| := by
  have e := (isMode_iff h).1 hz.1
  -- the partner root, fixed by the sum of the roots
  have hw := hz.2 (-((k : ℂ) + (((a - b) * d : ℝ) : ℂ) * I) - z)
    ((isMode_iff h).2 (by linear_combination e))
  have p : z * (-((k : ℂ) + (((a - b) * d : ℝ) : ℂ) * I) - z) =
      ((a * b * d ^ 2 : ℝ) : ℂ) := by linear_combination -e
  calc ‖z‖ ^ 2 = ‖z‖ * ‖z‖ := sq _
    _ ≤ ‖z‖ * ‖-((k : ℂ) + (((a - b) * d : ℝ) : ℂ) * I) - z‖ :=
        mul_le_mul_of_nonneg_left hw (norm_nonneg _)
    _ = |a * b * d ^ 2| := by rw [← norm_mul, p, Complex.norm_real, Real.norm_eq_abs]
```

## Exchange fast enough to single out one mode

For k ≥ 0 and nonnegative populations, the condition k² > 4c means k > 2√(ab)|d|. With very unequal populations it can hold for k well below the splitting |d|. A slow mode exists because the quadratic has two roots, and one of them has the smaller modulus. If y and z were two different slow modes, subtracting their equations would give y + z = −(k + iβ), hence

k² ≤ (|y| + |z|)² ≤ 2|y|² + 2|z|² ≤ 4c,

a contradiction. Without the rate condition, uniqueness can fail: for a = b = 1/2 and 0 ≤ k < |d|, the roots are (−k ± i√(d² − k²))/2, two different modes of equal modulus.

The populations are taken as nonnegative, but the argument uses only c ≥ 0, to remove the absolute value from the previous bound. The proof factorises with a square root of the discriminant, picks the smaller root by `le_total`, and closes the contradiction with `nlinarith`.

```lean
/-- For nonnegative populations that sum to one and `k² > 4 a b d²`, there is exactly one
slow mode. -/
theorem existsUnique_slowMode (h : a + b = 1) (ha : 0 ≤ a) (hb : 0 ≤ b) {k : ℝ}
    (hk : 4 * (a * b * d ^ 2) < k ^ 2) : ∃! z, IsSlowMode a b d k z := by
  have hex : ∃ z, IsSlowMode a b d k z := by
    -- factorise the quadratic with a square root of its discriminant
    obtain ⟨s, hs⟩ := IsAlgClosed.exists_pow_nat_eq
      (((k : ℂ) + (((a - b) * d : ℝ) : ℂ) * I) ^ 2 - 4 * ((a * b * d ^ 2 : ℝ) : ℂ))
      (n := 2) two_pos
    obtain ⟨r, hr⟩ : ∃ r, r = (-((k : ℂ) + (((a - b) * d : ℝ) : ℂ) * I) + s) / 2 := ⟨_, rfl⟩
    obtain ⟨t, ht⟩ : ∃ t, t = (-((k : ℂ) + (((a - b) * d : ℝ) : ℂ) * I) - s) / 2 := ⟨_, rfl⟩
    have fac : ∀ w, IsMode a b d k w ↔ w = r ∨ w = t := by
      intro w
      have e : w ^ 2 + ((k : ℂ) + (((a - b) * d : ℝ) : ℂ) * I) * w +
          ((a * b * d ^ 2 : ℝ) : ℂ) = (w - r) * (w - t) := by
        rw [hr, ht]
        linear_combination hs / 4
      rw [isMode_iff h, e, mul_eq_zero, sub_eq_zero, sub_eq_zero]
    rcases le_total ‖r‖ ‖t‖ with hl | hl
    · refine ⟨r, (fac r).2 (Or.inl rfl), fun w hw => ?_⟩
      rcases (fac w).1 hw with e | e
      · rw [e]
      · rw [e]; exact hl
    · refine ⟨t, (fac t).2 (Or.inr rfl), fun w hw => ?_⟩
      rcases (fac w).1 hw with e | e
      · rw [e]; exact hl
      · rw [e]
  obtain ⟨z, hz⟩ := hex
  refine ⟨z, hz, fun y hy => ?_⟩
  by_contra hne
  have ez := (isMode_iff h).1 hz.1
  have ey := (isMode_iff h).1 hy.1
  -- two different roots add up to minus the linear coefficient
  have hsum : y + z = -((k : ℂ) + (((a - b) * d : ℝ) : ℂ) * I) := by
    apply mul_left_cancel₀ (sub_ne_zero.2 hne)
    linear_combination ey - ez
  have hre : (y + z).re = -k := by rw [hsum]; simp
  have h1 : |k| ≤ ‖y‖ + ‖z‖ := by
    have h2 := (Complex.abs_re_le_norm (y + z)).trans (norm_add_le y z)
    rwa [hre, abs_neg] at h2
  have bz := slowMode_norm_sq_le h hz
  have bY := slowMode_norm_sq_le h hy
  have hc : 0 ≤ a * b * d ^ 2 := by positivity
  rw [abs_of_nonneg hc] at bz bY
  have h3 : |k| ^ 2 ≤ (‖y‖ + ‖z‖) ^ 2 := pow_le_pow_left₀ (abs_nonneg k) h1 2
  rw [sq_abs] at h3
  nlinarith [sq_nonneg (‖y‖ - ‖z‖)]
```

## A slow mode at every large k

The limits concern a function `z : ℝ → ℂ` that is a slow mode for all sufficiently large k, written `∀ᶠ k in atTop`. Neither continuity nor any behaviour at small k is assumed. From the quadratic,

kz = −(iβz + z² + c).

The right side is bounded because |z|² ≤ |c|. Hence z → 0, and the same equation then gives kz → −c. In the code, `squeeze_zero_norm'` does the first step and the limit rules do the second.

```lean
/-- Leading order of fast exchange: for populations that sum to one, as the exchange rate `k` tends
to infinity, `z` tends to 0 and `k z` tends to `-a b d²` along the slow mode. -/
theorem tendsto_leading (h : a + b = 1) {z : ℝ → ℂ}
    (hz : ∀ᶠ k in atTop, IsSlowMode a b d k (z k)) :
    Tendsto z atTop (𝓝 0) ∧
      Tendsto (fun k : ℝ => (k : ℂ) * z k) atTop (𝓝 ((-(a * b * d ^ 2) : ℝ) : ℂ)) := by
  have eqn : ∀ᶠ k : ℝ in atTop, -((((a - b) * d : ℝ) : ℂ) * I * z k + z k ^ 2 +
      ((a * b * d ^ 2 : ℝ) : ℂ)) = (k : ℂ) * z k := by
    filter_upwards [hz] with k hk
    linear_combination -((isMode_iff h).1 hk.1)
  -- the product `k z` stays bounded, so `z` vanishes in the limit
  have h0 : Tendsto z atTop (𝓝 0) := by
    refine squeeze_zero_norm' (a := fun k : ℝ =>
      (‖(((a - b) * d : ℝ) : ℂ) * I‖ * (|a * b * d ^ 2| + 1) + |a * b * d ^ 2| +
        |a * b * d ^ 2|) / k) ?_ (tendsto_const_nhds.div_atTop tendsto_id)
    filter_upwards [hz, eqn, eventually_gt_atTop 0] with k hk he hpos
    have hB := slowMode_norm_sq_le h hk
    have hB1 : ‖z k‖ ≤ |a * b * d ^ 2| + 1 := by nlinarith [sq_nonneg (‖z k‖ - 1)]
    rw [le_div_iff₀ hpos]
    calc ‖z k‖ * k = ‖(k : ℂ) * z k‖ := by
          rw [norm_mul, Complex.norm_real, Real.norm_eq_abs, abs_of_pos hpos, mul_comm]
      _ ≤ ‖(((a - b) * d : ℝ) : ℂ) * I * z k‖ + ‖z k ^ 2‖ + ‖((a * b * d ^ 2 : ℝ) : ℂ)‖ := by
          rw [← he, norm_neg]
          exact norm_add₃_le
      _ ≤ _ := by
          rw [norm_mul _ (z k), norm_pow, Complex.norm_real (a * b * d ^ 2), Real.norm_eq_abs]
          have := mul_le_mul_of_nonneg_left hB1 (norm_nonneg ((((a - b) * d : ℝ) : ℂ) * I))
          linarith
  refine ⟨h0, ?_⟩
  have hl := (((h0.const_mul ((((a - b) * d : ℝ) : ℂ) * I)).add (h0.pow 2)).add_const
    ((a * b * d ^ 2 : ℝ) : ℂ)).neg
  have e : -((((a - b) * d : ℝ) : ℂ) * I * 0 + 0 ^ 2 + ((a * b * d ^ 2 : ℝ) : ℂ)) =
      ((-(a * b * d ^ 2) : ℝ) : ℂ) := by push_cast; ring
  rw [e] at hl
  exact hl.congr' eqn
```

Moving c to the left and multiplying by k gives

k(kz + c) = −kz(iβ + z) → iβc = i ab(a − b)d³.

```lean
/-- Next order of fast exchange: for populations that sum to one, `k (k z + a b d²)` tends
to the imaginary number `i a b (a-b) d³` along the slow mode. -/
theorem tendsto_next (h : a + b = 1) {z : ℝ → ℂ}
    (hz : ∀ᶠ k in atTop, IsSlowMode a b d k (z k)) :
    Tendsto (fun k : ℝ => (k : ℂ) * ((k : ℂ) * z k + ((a * b * d ^ 2 : ℝ) : ℂ))) atTop
      (𝓝 (((a * b * (a - b) * d ^ 3 : ℝ) : ℂ) * I)) := by
  obtain ⟨h0, h1⟩ := tendsto_leading h hz
  have hl := (h1.mul (h0.const_add ((((a - b) * d : ℝ) : ℂ) * I))).neg
  have e : -(((-(a * b * d ^ 2) : ℝ) : ℂ) * ((((a - b) * d : ℝ) : ℂ) * I + 0)) =
      ((a * b * (a - b) * d ^ 3 : ℝ) : ℂ) * I := by push_cast; ring
  rw [e] at hl
  refine hl.congr' ?_
  -- the secular equation trades the constant term for terms in `z`
  filter_upwards [hz] with k hk
  linear_combination -(k : ℂ) * ((isMode_iff h).1 hk.1)
```

Since k and c are real, the real part of kz and the imaginary part of k(kz + c) give

k Re z → −abd²,
k² Im z → ab(a − b)d³.

These are the two limits in `fast_exchange_line`. They carry no error bound at finite k and say nothing about the line's amplitude.

```lean
/-- Skewed two-site exchange: for populations that sum to one, the slow mode satisfies
`k Re z → -a b d²` and `k² Im z → a b (a-b) d³` as the exchange rate `k` tends to infinity. -/
theorem fast_exchange_line (h : a + b = 1) {z : ℝ → ℂ}
    (hz : ∀ᶠ k in atTop, IsSlowMode a b d k (z k)) :
    Tendsto (fun k : ℝ => k * (z k).re) atTop (𝓝 (-(a * b * d ^ 2))) ∧
      Tendsto (fun k : ℝ => k ^ 2 * (z k).im) atTop (𝓝 (a * b * (a - b) * d ^ 3)) := by
  constructor
  · have hl := (Complex.continuous_re.tendsto _).comp (tendsto_leading h hz).2
    rw [Complex.ofReal_re] at hl
    exact hl.congr fun k => by simp only [Function.comp_apply, Complex.re_ofReal_mul]
  · have hl := (Complex.continuous_im.tendsto _).comp (tendsto_next h hz)
    rw [Complex.im_ofReal_mul, Complex.I_im, mul_one] at hl
    refine hl.congr fun k => ?_
    simp only [Function.comp_apply, Complex.im_ofReal_mul, Complex.add_im, Complex.ofReal_im]
    ring
```

Being a mode is not enough here. The other root is w = −(k + iβ) − z, so z → 0 also gives w + k → i(b − a)d by hand: this mode decays at a rate close to k, and k Re w → −∞.

## A major site and a nonzero splitting

The conditions a > b > 0 and d ≠ 0 say that A is the major site, B is populated and the frequencies differ. Multiplying the second limit by A's offset gives

bd · k² Im z → ab²(a − b)d⁴ > 0.

So Im z eventually has the sign of bd, which is the displacement towards A. The proof takes this positive limit and cancels k². If a = b, b = 0 or d = 0, the limit is zero and fixes no direction.

```lean
/-- If site A is the major site (`a > b > 0`, `a + b = 1`) and `d ≠ 0`, then for all large
`k` the line position `Im z` of the slow mode has the same sign as the offset `b d` of
site A. -/
theorem shift_towards_major_site (h : a + b = 1) (hb : 0 < b) (hab : b < a) (hd : d ≠ 0)
    {z : ℝ → ℂ} (hz : ∀ᶠ k in atTop, IsSlowMode a b d k (z k)) :
    ∀ᶠ k in atTop, 0 < (b * d) * (z k).im := by
  have hl := (fast_exchange_line h hz).2.const_mul (b * d)
  have hpos : 0 < b * d * (a * b * (a - b) * d ^ 3) := by
    have ha : 0 < a := hb.trans hab
    have hs : 0 < a - b := sub_pos.2 hab
    have hd2 : 0 < d ^ 2 := by positivity
    have e : b * d * (a * b * (a - b) * d ^ 3) = a * b ^ 2 * (a - b) * (d ^ 2) ^ 2 := by ring
    rw [e]
    positivity
  filter_upwards [hl.eventually (lt_mem_nhds hpos)] with k hk
  have e : b * d * (k ^ 2 * (z k).im) = k ^ 2 * (b * d * (z k).im) := by ring
  rw [e] at hk
  exact pos_of_mul_pos_right hk (sq_nonneg k)

end

end SkewedTwoSiteExchange
```

```lean
#print axioms SkewedTwoSiteExchange.existsUnique_slowMode
-- 'SkewedTwoSiteExchange.existsUnique_slowMode' depends on axioms: [propext, Classical.choice, Quot.sound]
#print axioms SkewedTwoSiteExchange.fast_exchange_line
-- 'SkewedTwoSiteExchange.fast_exchange_line' depends on axioms: [propext, Classical.choice, Quot.sound]
#print axioms SkewedTwoSiteExchange.shift_towards_major_site
-- 'SkewedTwoSiteExchange.shift_towards_major_site' depends on axioms: [propext, Classical.choice, Quot.sound]
```
